# The length of the vector-epsilon correction, and its bound for contracting SCF steps

A slowly converging self-consistent field (SCF) calculation invites extrapolation: from three successive densities one guesses where the sequence is heading. The guess divides by the difference of two successive steps. When these steps are nearly equal, the extrapolated density can land far from every density computed so far, and the size of the residual alone doesn't say how far.

Let $u$ and $v$ be two successive steps, nonzero and distinct. The vector-epsilon correction built from them has length $\|u\|\|v\|/\|v-u\|$. If $v$ is at most $K$ times as long as $u$, with $K<1$, this is at most $K\|u\|/(1-K)$. For an SCF map assumed to contract all distances by such a $K$, the extrapolated iterate therefore stays within a known distance of the self-consistent solution.

## Iterates, inverses and the correction

```lean
import Mathlib

noncomputable section

namespace VectorEpsilon

variable {E : Type*} [NormedAddCommGroup E] [InnerProductSpace ℝ E]
```

The iterates live in `E`, a real vector space with an inner product and the norm $\|y\|=\sqrt{\langle y,y\rangle}$ that belongs to it. Examples are the real functions on a grid, which include the densities, and the Hermitian matrices with $\langle A,B\rangle=\mathrm{Tr}\,AB$, which include the density matrices. An extrapolated vector need not be a physical density: on a grid it can be negative at some points. The dimension may be finite or infinite.

```lean
/-- The vector inverse `y / ‖y‖²`, meant for nonzero `y`. -/
def vinv (y : E) : E := (‖y‖ ^ 2)⁻¹ • y
```

For a nonzero vector $y$ this defines
$$\mathrm{inv}(y)=\frac{y}{\|y\|^2},$$
a vector with the direction of $y$ and the reciprocal length. Textbooks often write $y^{-1}$; the Lean name is `vinv`. The symbol `•` multiplies a vector by a number.

```lean
/-- The vector-epsilon correction built from two successive differences `u` and `v`,
meant for nonzero distinct `u` and `v`. -/
def correction (u v : E) : E := vinv (vinv v - vinv u)
```

The correction is $c(u,v)=\mathrm{inv}\big(\mathrm{inv}(v)-\mathrm{inv}(u)\big)$, with $u$ the earlier step and $v$ the later one.

```lean
/-- The accelerated iterate: the middle one of three successive iterates plus the correction. It is
meant for nonzero distinct successive differences. -/
def epsilonTwo (x₀ x₁ x₂ : E) : E := x₁ + correction (x₁ - x₀) (x₂ - x₁)
```

From three iterates $x_0,x_1,x_2$ one forms $u=x_1-x_0$ and $v=x_2-x_1$, and the accelerated iterate is $x_1+c(u,v)$. In the table of the vector epsilon algorithm this is the first extrapolated entry, usually called $\varepsilon_2$. The later columns, which combine more than three iterates, play no part here.

## The length formula

```lean
/-- The inverse of a nonzero vector has the reciprocal length. -/
theorem norm_mul_norm_vinv {y : E} (hy : y ≠ 0) : ‖y‖ * ‖vinv y‖ = 1 := by
  have h : ‖y‖ ≠ 0 := norm_ne_zero_iff.mpr hy
  unfold vinv
  rw [norm_smul, norm_inv, norm_pow, norm_norm]
  field_simp
```

A Lean theorem lists its hypotheses in brackets, states its claim after the colon, and gives the proof after `:=`. Here the hypothesis `hy` says $y\neq0$, and the claim is $\|y\|\,\|\mathrm{inv}(y)\|=1$. By hand,
$$\|\mathrm{inv}(y)\|=\frac{\|y\|}{\|y\|^2}=\frac1{\|y\|}.$$
The `rw` line takes the scalar out of the norm, and `field_simp` cancels the fractions.

```lean
/-- The distance between the inverses of two nonzero vectors is the distance between the
vectors divided by the product of their lengths. -/
theorem norm_vinv_sub {u v : E} (hu : u ≠ 0) (hv : v ≠ 0) :
    ‖u‖ * ‖v‖ * ‖vinv v - vinv u‖ = ‖v - u‖ := by
  have ha : ‖u‖ ≠ 0 := norm_ne_zero_iff.mpr hu
  have hb : ‖v‖ ≠ 0 := norm_ne_zero_iff.mpr hv
  have nu : ‖vinv u‖ = ‖u‖⁻¹ := eq_inv_of_mul_eq_one_right (norm_mul_norm_vinv hu)
  have nv : ‖vinv v‖ = ‖v‖⁻¹ := eq_inv_of_mul_eq_one_right (norm_mul_norm_vinv hv)
  have hin : inner ℝ (vinv v) (vinv u)
      = (‖v‖ ^ 2)⁻¹ * ((‖u‖ ^ 2)⁻¹ * inner ℝ v u) := by
    unfold vinv
    rw [real_inner_smul_left, real_inner_smul_right]
  -- compare the squares of both sides
  have h : (‖u‖ * ‖v‖ * ‖vinv v - vinv u‖) ^ 2 = ‖v - u‖ ^ 2 := by
    rw [mul_pow, norm_sub_sq_real, norm_sub_sq_real, nv, nu, hin]
    field_simp
    ring
  exact (sq_eq_sq₀ (by positivity) (norm_nonneg _)).mp h
```

For nonzero $u$ and $v$ the claim is $\|u\|\|v\|\,\|\mathrm{inv}(v)-\mathrm{inv}(u)\|=\|v-u\|$. Expand the square and use the reciprocal lengths:
$$\|\mathrm{inv}(v)-\mathrm{inv}(u)\|^2=\frac1{\|v\|^2}-\frac{2\langle v,u\rangle}{\|v\|^2\|u\|^2}+\frac1{\|u\|^2}
=\frac{\|u\|^2-2\langle v,u\rangle+\|v\|^2}{\|u\|^2\|v\|^2}=\frac{\|v-u\|^2}{\|u\|^2\|v\|^2}.$$
Both sides of the claim are nonnegative, so the square root may be taken. In Lean, `nu` and `nv` are the reciprocal lengths, `hin` is the inner product of the inverses, and `h` is the squared identity. The last line takes the root.

```lean
/-- For nonzero distinct differences `u` and `v`, the length of the vector-epsilon correction
is `‖u‖ ‖v‖ / ‖v - u‖`, written here as a product. -/
theorem norm_correction {u v : E} (hu : u ≠ 0) (hv : v ≠ 0) (huv : u ≠ v) :
    ‖v - u‖ * ‖correction u v‖ = ‖u‖ * ‖v‖ := by
  have h0 := norm_vinv_sub hu hv
  have hw : vinv v - vinv u ≠ 0 := by
    intro h
    rw [h, norm_zero, mul_zero] at h0
    exact huv (sub_eq_zero.mp (norm_eq_zero.mp h0.symm)).symm
  have h1 := norm_mul_norm_vinv hw
  unfold correction
  linear_combination (-‖vinv (vinv v - vinv u)‖) * h0 + ‖u‖ * ‖v‖ * h1
```

This is the length formula, with the denominator multiplied out:
$$\|v-u\|\,\|c(u,v)\|=\|u\|\,\|v\|.$$
Put $w=\mathrm{inv}(v)-\mathrm{inv}(u)$. By the previous theorem $\|w\|=\|v-u\|/(\|u\|\|v\|)$, which is nonzero because $u\neq v$. Inverting once more gives $\|c(u,v)\|=1/\|w\|=\|u\|\|v\|/\|v-u\|$. The proof establishes $w\neq0$ as `hw`, and `linear_combination` then combines the two earlier identities into the claim.

The product form gives the hypothesis $u\neq v$ real content. Lean sets division by zero to zero, so the quotient form would hold at $u=v$ by convention, whereas the product form would read $0=\|u\|^2$, which is false for nonzero $u$.

## Contracting steps and the bound

```lean
omit [InnerProductSpace ℝ E] in
/-- If a nonzero difference `v` is at most `K < 1` times as long as its predecessor `u`,
then `K` is positive, and `u` is nonzero and differs from `v`. -/
theorem contracting_differences {u v : E} {K : ℝ} (hv : v ≠ 0) (hK : K < 1)
    (h : ‖v‖ ≤ K * ‖u‖) : 0 < K ∧ u ≠ 0 ∧ u ≠ v := by
  have hb : 0 < ‖v‖ := norm_pos_iff.mpr hv
  refine ⟨?_, ?_, ?_⟩
  · by_contra hn
    nlinarith [norm_nonneg u, not_lt.mp hn]
  · intro e
    rw [e, norm_zero, mul_zero] at h
    linarith
  · intro e
    rw [e] at h
    nlinarith
```

Suppose $v\neq0$, $K<1$ and $\|v\|\le K\|u\|$. The constant $K$ is an upper bound on the factor by which one SCF cycle, mixing included, multiplies the length of the step. Three facts follow, joined by `∧`, which means "and":

- $K>0$, since $0<\|v\|\le K\|u\|$ and $\|u\|\ge0$.
- $u\neq0$, since otherwise $\|v\|\le0$.
- $u\neq v$, since otherwise $\|v\|\le K\|v\|<\|v\|$.

The proof assumes the opposite in each case and lets `linarith` or `nlinarith`, which search for contradictions between inequalities, finish it. The length formula thus applies without further assumptions on $u$.

```lean
/-- If a nonzero difference `v` is at most `K < 1` times as long as its predecessor `u`,
the correction is no longer than `K ‖u‖ / (1 - K)`. -/
theorem norm_correction_le {u v : E} {K : ℝ} (hv : v ≠ 0) (hK : K < 1)
    (h : ‖v‖ ≤ K * ‖u‖) : ‖correction u v‖ ≤ K * ‖u‖ / (1 - K) := by
  obtain ⟨_, hu, huv⟩ := contracting_differences hv hK h
  have ha : 0 < ‖u‖ := norm_pos_iff.mpr hu
  have hN := norm_correction hu hv huv
  -- the reverse triangle inequality keeps the denominator away from zero
  have h1 : (1 - K) * ‖u‖ ≤ ‖v - u‖ := by
    have := norm_sub_norm_le u v
    rw [norm_sub_rev u v] at this
    linarith
  have h2 := mul_le_mul_of_nonneg_right h1 (norm_nonneg (correction u v))
  have h3 := mul_le_mul_of_nonneg_left h ha.le
  rw [le_div_iff₀ (by linarith)]
  refine le_of_mul_le_mul_left ?_ ha
  linarith
```

Under the same hypotheses, $\|c(u,v)\|\le K\|u\|/(1-K)$. The reverse triangle inequality keeps the denominator away from zero:
$$\|v-u\|\ge\|u\|-\|v\|\ge(1-K)\|u\|.$$
Hence
$$\|c(u,v)\|=\frac{\|u\|\|v\|}{\|v-u\|}\le\frac{\|u\|\,K\|u\|}{(1-K)\|u\|}=\frac{K\|u\|}{1-K}.$$
Lean works with products: `h1` is the lower bound on $\|v-u\|$, `h2` multiplies it by the length of the correction, `h3` multiplies $\|v\|\le K\|u\|$ by $\|u\|$, and the common factor $\|u\|$ is cancelled at the end.

For a bound by a fixed multiple of $\|u\|$, it isn't enough that $v$ be shorter than $u$. On the real line take $u=1$ and $v=1-\delta$ with $0<\delta<1$. The correction has length $(1-\delta)/\delta$, which grows without limit as $\delta\to0$, so no fixed multiple of $\|u\|$ bounds it.

## Parallel steps and the case of equality

```lean
/-- For a nonzero difference `u` followed by `q u`, with `q` neither 0 nor 1, the vector to be
inverted is nonzero and the correction is `q / (1 - q)` times `u`. -/
theorem correction_parallel {u : E} {q : ℝ} (hu : u ≠ 0) (hq : q ≠ 0) (hq1 : q ≠ 1) :
    vinv (q • u) - vinv u ≠ 0 ∧ correction u (q • u) = (q / (1 - q)) • u := by
  have ha : ‖u‖ ≠ 0 := norm_ne_zero_iff.mpr hu
  have h1 : 1 - q ≠ 0 := sub_ne_zero.mpr hq1.symm
  have key : ∀ c : ℝ, c ≠ 0 → vinv (c • u) = (c * ‖u‖ ^ 2)⁻¹ • u := by
    intro c hc
    unfold vinv
    rw [norm_smul, mul_pow, Real.norm_eq_abs, sq_abs, smul_smul]
    congr 1
    field_simp
  have hw : vinv (q • u) - vinv u = ((1 - q) / (q * ‖u‖ ^ 2)) • u := by
    rw [key q hq]
    unfold vinv
    rw [← sub_smul]
    congr 1
    field_simp
  have ht : (1 - q) / (q * ‖u‖ ^ 2) ≠ 0 :=
    div_ne_zero h1 (mul_ne_zero hq (pow_ne_zero 2 ha))
  refine ⟨by rw [hw]; exact smul_ne_zero ht hu, ?_⟩
  unfold correction
  rw [hw, key _ ht]
  congr 1
  field_simp
```

Let the second step be $v=qu$, with $u\neq0$ and a real number $q$ that is neither 0 nor 1. The theorem states that the vector to be inverted is nonzero and that $c(u,qu)=\frac{q}{1-q}\,u$. For any nonzero number $a$ one has $\mathrm{inv}(au)=u/(a\|u\|^2)$, which the proof calls `key`. Therefore
$$\mathrm{inv}(qu)-\mathrm{inv}(u)=\Big(\frac1q-1\Big)\frac{u}{\|u\|^2}=t\,u,\qquad t=\frac{1-q}{q\|u\|^2}\neq0,$$
and a second use of the same rule gives
$$c(u,qu)=\frac{u}{t\|u\|^2}=\frac{q}{1-q}\,u.$$
The steps `hw` and `ht` record the difference and the fact that $t\neq0$.

```lean
/-- Under the hypotheses of the bound, the correction attains the length `K ‖u‖ / (1 - K)`
exactly when `v = K u`. -/
theorem norm_correction_eq_iff {u v : E} {K : ℝ} (hv : v ≠ 0) (hK : K < 1)
    (h : ‖v‖ ≤ K * ‖u‖) : ‖correction u v‖ = K * ‖u‖ / (1 - K) ↔ v = K • u := by
  obtain ⟨hK0, hu, huv⟩ := contracting_differences hv hK h
  have ha : 0 < ‖u‖ := norm_pos_iff.mpr hu
  have h1 : 0 < 1 - K := by linarith
  constructor
  · intro e
    rw [eq_div_iff h1.ne'] at e
    have hN := norm_correction hu hv huv
    have h2 : ‖v - u‖ * K = ‖v‖ * (1 - K) := by
      refine mul_left_cancel₀ ha.ne' ?_
      linear_combination (1 - K) * hN - ‖v - u‖ * e
    have h3 := norm_sub_norm_le u v
    rw [norm_sub_rev u v] at h3
    -- both the length of `v` and its distance from `u` are now fixed
    have hb : ‖v‖ = K * ‖u‖ := by
      have := mul_le_mul_of_nonneg_right h3 hK0.le
      linarith
    have hd : ‖v - u‖ = (1 - K) * ‖u‖ := by
      refine mul_right_cancel₀ hK0.ne' ?_
      rw [h2, hb]
      ring
    have hs := norm_sub_sq_real v u
    rw [hd, hb] at hs
    have hz : ‖v - K • u‖ ^ 2 = 0 := by
      rw [norm_sub_sq_real, real_inner_smul_right, norm_smul, mul_pow,
        Real.norm_eq_abs, sq_abs, hb]
      linear_combination (-K) * hs
    exact sub_eq_zero.mp (norm_eq_zero.mp (pow_eq_zero_iff two_ne_zero |>.mp hz))
  · intro e
    rw [e, (correction_parallel hu hK0.ne' hK.ne).2, norm_smul, Real.norm_eq_abs,
      abs_of_pos (div_pos hK0 h1)]
    ring
```

The sign `↔` means "if and only if": under the hypotheses of the bound, equality holds exactly when $v=Ku$.

Suppose first that $\|c(u,v)\|=K\|u\|/(1-K)$. Inserting this in the length formula and cancelling $\|u\|$ gives
$$K\|v-u\|=(1-K)\|v\|.$$
Since $\|v-u\|\ge\|u\|-\|v\|$ and $K>0$, the left side is at least $K\|u\|-K\|v\|$, so $\|v\|\ge K\|u\|$. With the hypothesis this becomes $\|v\|=K\|u\|$, and then $\|v-u\|=(1-K)\|u\|$. Expanding the square of the second equation,
$$(1-K)^2\|u\|^2=K^2\|u\|^2-2\langle v,u\rangle+\|u\|^2,$$
gives $\langle v,u\rangle=K\|u\|^2$. Finally
$$\|v-Ku\|^2=K^2\|u\|^2-2K\cdot K\|u\|^2+K^2\|u\|^2=0.$$
The names `h2`, `hb`, `hd`, `hs` and `hz` mark these stages in order. The converse is the formula for parallel steps with $q=K$.

## What the accelerated iterate achieves

```lean
/-- If the error of the iterates is `qⁿ e` with `e` nonzero and `q` neither 0 nor 1, the vector
to be inverted is nonzero and three successive iterates give the point `s` exactly. -/
theorem epsilonTwo_exact {x : ℕ → E} {s e : E} {q : ℝ} (he : e ≠ 0) (hq : q ≠ 0)
    (hq1 : q ≠ 1) (hx : ∀ n, x n = s + q ^ n • e) (n : ℕ) :
    vinv (x (n + 2) - x (n + 1)) - vinv (x (n + 1) - x n) ≠ 0 ∧
      epsilonTwo (x n) (x (n + 1)) (x (n + 2)) = s := by
  have d0 : x (n + 1) - x n = (q ^ n * (q - 1)) • e := by
    simp only [hx]
    module
  have d1 : x (n + 2) - x (n + 1) = q • (x (n + 1) - x n) := by
    simp only [hx]
    module
  have hu : x (n + 1) - x n ≠ 0 := by
    rw [d0]
    exact smul_ne_zero (mul_ne_zero (pow_ne_zero n hq) (sub_ne_zero.mpr hq1)) he
  obtain ⟨hw, hc⟩ := correction_parallel hu hq hq1
  refine ⟨by rw [d1]; exact hw, ?_⟩
  have hcoef : q / (1 - q) * (q ^ n * (q - 1)) = -q ^ (n + 1) := by
    rw [div_mul_eq_mul_div, div_eq_iff (sub_ne_zero.mpr hq1.symm)]
    ring
  unfold epsilonTwo
  rw [d1, hc, d0, hx (n + 1), smul_smul, hcoef]
  module
```

Here `x : ℕ → E` is a sequence of iterates $x_n=s+q^n e$, where $s$ is the target and the vector $e\neq0$ is the initial error. The number $q$ is again neither 0 nor 1. From any three successive iterates the accelerated iterate equals $s$ exactly. The steps are
$$u=x_{n+1}-x_n=q^n(q-1)e,\qquad v=x_{n+2}-x_{n+1}=qu,$$
so that
$$x_{n+1}+\frac{q}{1-q}\,q^n(q-1)e=s+q^{n+1}e-q^{n+1}e=s.$$
In Lean, `d0` and `d1` are the two steps, `hcoef` simplifies the coefficient, and `module` does the vector algebra. The first half of the claim says again that the inverted vector is nonzero.

The sequence need not converge. For $q=-1$ the iterates jump between $s+e$ and $s-e$, a pure two-cycle, and the accelerated iterate is the midpoint. The theorem assumes an error with a single mode; the error of a real SCF run usually mixes several.

```lean
/-- For an SCF map `g` that contracts distances by `K < 1` and has the fixed point `s`, the
accelerated iterate lies within `2 K ‖g x - x‖ / (1 - K)` of `s`, if `g x` is not yet fixed. -/
theorem epsilonTwo_error {g : E → E} {s x : E} {K : ℝ} (hK : K < 1)
    (hg : ∀ y z, ‖g y - g z‖ ≤ K * ‖y - z‖) (hs : g s = s) (hne : g (g x) ≠ g x) :
    ‖epsilonTwo x (g x) (g (g x)) - s‖ ≤ 2 * (K * ‖g x - x‖ / (1 - K)) := by
  have hv : g (g x) - g x ≠ 0 := sub_ne_zero.mpr hne
  have hc := norm_correction_le hv hK (hg (g x) x)
  have hK0 := (contracting_differences hv hK (hg (g x) x)).1
  -- the plain iterate obeys the usual contraction estimate
  have hp : ‖g x - s‖ ≤ K * ‖g x - x‖ / (1 - K) := by
    have h1 := hg x s
    rw [hs] at h1
    have h2 := norm_sub_le_norm_sub_add_norm_sub x (g x) s
    rw [norm_sub_rev x (g x)] at h2
    have h3 := mul_le_mul_of_nonneg_left h2 hK0.le
    rw [le_div_iff₀ (by linarith)]
    linarith
  have hsplit : epsilonTwo x (g x) (g (g x)) - s
      = (g x - s) + correction (g x - x) (g (g x) - g x) := by
    unfold epsilonTwo
    abel
  rw [hsplit]
  have := norm_add_le (g x - s) (correction (g x - x) (g (g x) - g x))
  linarith

end VectorEpsilon
```

Now `g` is the SCF map, which turns an input density into the next one. The hypothesis `hg` says $\|g(y)-g(z)\|\le K\|y-z\|$ for all $y$ and $z$, with $K<1$; physically, the output changes less than the input. It asks this of all vectors in `E`, physical densities or not, but the proof uses it only for the two pairs $g(x),x$ and $x,s$. The self-consistent solution $s$ is assumed to exist, through `hs`. The hypothesis `hne` says that $g(x)$ is not yet self-consistent, so there is still something to accelerate. Then
$$\|x_{\mathrm{acc}}-s\|\le\frac{2K\|g(x)-x\|}{1-K},$$
where $x_{\mathrm{acc}}$ is the accelerated iterate from $x$, $g(x)$ and $g(g(x))$.

For the plain iterate,
$$\|g(x)-s\|=\|g(x)-g(s)\|\le K\|x-s\|\le K\|g(x)-x\|+K\|g(x)-s\|,$$
and solving for the left side gives $\|g(x)-s\|\le K\|g(x)-x\|/(1-K)$, called `hp`. The correction has steps $u=g(x)-x$ and $v=g(g(x))-g(x)$. By `hg` these satisfy $\|v\|\le K\|u\|$, so its length obeys the same bound. The step `hsplit` writes the error as the sum of the two vectors, and the triangle inequality adds the bounds.

The result is a safeguard and not a proof of acceleration, since the plain iterate $g(x)$ has a bound half as large. To use it in an actual calculation, one must still show that the SCF map contracts in the chosen norm, with a known $K$.

```lean
#print axioms VectorEpsilon.norm_correction
#print axioms VectorEpsilon.norm_correction_eq_iff
#print axioms VectorEpsilon.epsilonTwo_exact
#print axioms VectorEpsilon.epsilonTwo_error
```

```
'VectorEpsilon.norm_correction' depends on axioms: [propext, Classical.choice, Quot.sound]
'VectorEpsilon.norm_correction_eq_iff' depends on axioms: [propext, Classical.choice, Quot.sound]
'VectorEpsilon.epsilonTwo_exact' depends on axioms: [propext, Classical.choice, Quot.sound]
'VectorEpsilon.epsilonTwo_error' depends on axioms: [propext, Classical.choice, Quot.sound]
```
